# The coupled-cluster energy error, weighted by the overlap with an exact eigenstate, as a sum over the unsolved equations

**Q:** Truncated coupled cluster solves only some of the projections of the Schrödinger equation on the determinants, and its energy is in general off by an unknown amount. With which definitions and conventions do you describe that error?

**A:** The finite index type `n` labels orthonormal determinants $e_m$, written `Pi.single m 1`, and $o$ is the reference. $H$ and the cluster operator $T$ are complex matrices. The overlap $\langle\Phi,v\rangle$ is `star Φ ⬝ᵥ v`, conjugate-linear in $\Phi$.

In Lean 4 with Mathlib:

```lean
import Mathlib

open Matrix

namespace MethodOfMomentsCC

noncomputable section

variable {n : Type*} [Fintype n] [DecidableEq n]
```

The dressed determinant is $e^Te_m$, so `dressed T o` is the coupled-cluster state.

```lean
/-- The determinant `e_m` dressed by the cluster operator: `exp(T) e_m`. -/
def dressed (T : Matrix n n ℂ) (m : n) : n → ℂ :=
  NormedSpace.exp T *ᵥ Pi.single m 1
```

The moments are $M_m=(e^{-T}He^Te_o)_m$. I count the reference component among them: $M_o$ is the coupled-cluster energy. For $m\neq o$, $M_m=0$ is an amplitude equation.

```lean
/-- The moment `M_m`: component `m` of `exp(-T) H exp(T) e_o`, with `e_o` the reference. -/
def moment (H T : Matrix n n ℂ) (o m : n) : ℂ :=
  (NormedSpace.exp (-T) *ᵥ (H *ᵥ dressed T o)) m
```

The set $S$ lists solved equations. The correction is $C(\Phi)=\sum_{m\notin S\cup\{o\}}M_m\langle\Phi,e^Te_m\rangle$. Here $\Phi$ is a trial state, not the reference determinant that the letter often denotes.

```lean
/-- The moment correction for a state `Φ`: the sum of `M_m ⟨Φ, exp(T) e_m⟩` over all `m`
that are neither the reference `o` nor in `S`. -/
def correction (H T : Matrix n n ℂ) (o : n) (S : Finset n) (Φ : n → ℂ) : ℂ :=
  ∑ m ∈ (insert o S)ᶜ, moment H T o m * (star Φ ⬝ᵥ dressed T m)
```

**Q:** Cluster operators are nilpotent. Where do you say so?

**A:** Nowhere. `NormedSpace.exp` is the full exponential series, and all I need is $e^Te^{-T}=1$, which holds because $T$ commutes with $-T$.

```lean
/-- The cluster exponential is undone by reversing the sign of `T`. -/
theorem exp_mul_exp_neg (T : Matrix n n ℂ) :
    NormedSpace.exp T * NormedSpace.exp (-T) = 1 := by
  rw [← Matrix.exp_add_of_commute T (-T) (Commute.refl T).neg_right, add_neg_cancel,
    NormedSpace.exp_zero]
```

**Q:** How do the moments enter the energy?

**A:** By definition $e^{-T}He^Te_o=\sum_m M_me_m$. Multiplying by $e^T$ gives

$$He^Te_o=\sum_m M_m\,e^Te_m .$$

In the proof, `hcol` writes a matrix acting on a vector as a combination of columns, and `hinv` cancels the exponentials.

```lean
/-- The Hamiltonian acting on the coupled-cluster state gives the dressed determinants,
each weighted by its moment. -/
theorem moment_expansion (H T : Matrix n n ℂ) (o : n) :
    H *ᵥ dressed T o = ∑ m, moment H T o m • dressed T m := by
  -- a matrix applied to a vector is a combination of its columns
  have hcol : ∀ v : n → ℂ, ∑ m, v m • dressed T m = NormedSpace.exp T *ᵥ v := by
    intro v
    ext i
    simp [dressed, Matrix.mulVec, dotProduct, Finset.sum_apply, mul_comm]
  have hinv : ∀ v : n → ℂ, NormedSpace.exp T *ᵥ (NormedSpace.exp (-T) *ᵥ v) = v := by
    intro v
    rw [Matrix.mulVec_mulVec, exp_mul_exp_neg, Matrix.one_mulVec]
  have h := hcol (NormedSpace.exp (-T) *ᵥ (H *ᵥ dressed T o))
  rw [hinv] at h
  exact h.symm
```

Now take the overlap with any $\Phi$. The terms in $S$ vanish, and the reference term is written separately whether or not $o\in S$:

$$\langle\Phi,He^Te_o\rangle=M_o\langle\Phi,e^Te_o\rangle+C(\Phi).$$

The proof splits the sum into `insert o S` and its complement; `hin` shows that only $o$ survives in the first part.

```lean
/-- Projection on an arbitrary state `Φ`: if the moments in `S` vanish, only the reference
moment and the moment correction contribute to `⟨Φ, H exp(T) e_o⟩`. -/
theorem projected_expansion (H T : Matrix n n ℂ) (o : n) (S : Finset n) (Φ : n → ℂ)
    (hS : ∀ m ∈ S, moment H T o m = 0) :
    star Φ ⬝ᵥ (H *ᵥ dressed T o) =
      moment H T o o * (star Φ ⬝ᵥ dressed T o) + correction H T o S Φ := by
  have hsum : star Φ ⬝ᵥ (H *ᵥ dressed T o) =
      ∑ m, moment H T o m * (star Φ ⬝ᵥ dressed T m) := by
    rw [moment_expansion]
    simp only [dotProduct, Finset.sum_apply, Pi.smul_apply, smul_eq_mul, Finset.mul_sum]
    rw [Finset.sum_comm]
    refine Finset.sum_congr rfl fun m _ => Finset.sum_congr rfl fun i _ => ?_
    ring
  -- inside `insert o S` only the reference term survives
  have hin : ∑ m ∈ insert o S, moment H T o m * (star Φ ⬝ᵥ dressed T m) =
      moment H T o o * (star Φ ⬝ᵥ dressed T o) := by
    refine Finset.sum_eq_single_of_mem o (Finset.mem_insert_self o S) fun m hm hne => ?_
    rw [hS m (Finset.mem_of_mem_insert_of_ne hm hne), zero_mul]
  rw [hsum, ← Finset.sum_add_sum_compl (insert o S), hin, correction]
```

**Q:** So far there is no exact energy.

**A:** It enters through $H\psi=E\psi$. For Hermitian $H$,

$$\langle\psi,Hv\rangle=\langle H\psi,v\rangle=E\langle\psi,v\rangle .$$

The proof conjugates the eigenvalue equation and uses `hH.eq`.

```lean
omit [DecidableEq n] in
/-- A Hermitian Hamiltonian acts to the left on its eigenvector `ψ` as the number `E`. -/
theorem eigen_overlap {H : Matrix n n ℂ} (hH : H.IsHermitian) {ψ : n → ℂ} {E : ℝ}
    (hψ : H *ᵥ ψ = (E : ℂ) • ψ) (v : n → ℂ) :
    star ψ ⬝ᵥ (H *ᵥ v) = E * (star ψ ⬝ᵥ v) := by
  have h := congrArg star hψ
  rw [Matrix.star_mulVec, hH.eq] at h
  have h' : star ((E : ℂ) • ψ) = (E : ℂ) • star ψ := by
    ext i
    simp
  rw [Matrix.dotProduct_mulVec, h, h', smul_dotProduct, smul_eq_mul]
```

Setting $\Phi=\psi$ and $v=e^Te_o$, then subtracting the $M_o$ term, gives the main result:

$$(E-M_o)\langle\psi,e^Te_o\rangle=\sum_{m\notin S\cup\{o\}}M_m\langle\psi,e^Te_m\rangle .$$

```lean
/-- Method of moments: for Hermitian `H` with `H ψ = E ψ` and vanishing moments in `S`, the
energy error `E - M_o` times the overlap `⟨ψ, exp(T) e_o⟩` is the moment correction for `ψ`. -/
theorem method_of_moments {H : Matrix n n ℂ} (hH : H.IsHermitian) (T : Matrix n n ℂ)
    {ψ : n → ℂ} {E : ℝ} (hψ : H *ᵥ ψ = (E : ℂ) • ψ) (o : n) (S : Finset n)
    (hS : ∀ m ∈ S, moment H T o m = 0) :
    ((E : ℂ) - moment H T o o) * (star ψ ⬝ᵥ dressed T o) =
      ∑ m ∈ (insert o S)ᶜ, moment H T o m * (star ψ ⬝ᵥ dressed T m) := by
  have h := projected_expansion H T o S ψ hS
  rw [eigen_overlap hH hψ, correction] at h
  linear_combination h
```

**Q:** Would a non-Hermitian $H$ with a real spectrum do?

**A:** No, not even a diagonalisable one. Take $H=\begin{pmatrix}0&1\\0&1\end{pmatrix}$, $T=0$, $o=0$, $S=\varnothing$, $\psi=(1,1)$ and $E=1$. The left side is $1$, but $M_1=H_{10}=0$, so the right side is $0$.

**Q:** And the energy itself?

**A:** Divide by the overlap, which must be nonzero: $E=M_o+C(\psi)/\langle\psi,e^Te_o\rangle$. Physically, the coupled-cluster state must contain some of the target eigenstate.

```lean
/-- For Hermitian `H` with `H ψ = E ψ`, vanishing moments in `S` and `ψ` not orthogonal to the
coupled-cluster state, `E` is `M_o` plus the moment correction divided by the overlap. -/
theorem corrected_energy {H : Matrix n n ℂ} (hH : H.IsHermitian) (T : Matrix n n ℂ)
    {ψ : n → ℂ} {E : ℝ} (hψ : H *ᵥ ψ = (E : ℂ) • ψ) (o : n) (S : Finset n)
    (hS : ∀ m ∈ S, moment H T o m = 0) (hov : star ψ ⬝ᵥ dressed T o ≠ 0) :
    (E : ℂ) = moment H T o o + correction H T o S ψ / (star ψ ⬝ᵥ dressed T o) := by
  have h := method_of_moments hH T hψ o S hS
  rw [correction, ← h, mul_div_cancel_right₀ _ hov]
  ring
```

**Q:** That needs $\psi$, which I don't have.

**A:** Then use a trial state $\Phi$ that is not orthogonal to the coupled-cluster state $v=e^Te_o$. Since $\langle\psi,(H-E)v\rangle=0$,

$$\langle\Phi-\psi,(H-E)v\rangle=\langle\Phi,Hv\rangle-E\langle\Phi,v\rangle=(M_o-E)\langle\Phi,v\rangle+C(\Phi).$$

Dividing by $\langle\Phi,v\rangle$ gives the error of the corrected energy. It pairs the error of $\Phi$ with the residual of the coupled-cluster state. This bears on non-iterative corrections to truncated coupled cluster in a finite basis, with the equations in $S$ solved exactly.

```lean
/-- Let `H` be Hermitian with `H ψ = E ψ`, and let the moments in `S` vanish. With a trial state
`Φ` of nonzero overlap in place of `ψ`, the corrected energy misses `E` by
`⟨Φ - ψ, (H - E) exp(T) e_o⟩ / ⟨Φ, exp(T) e_o⟩`. -/
theorem trial_state_error {H : Matrix n n ℂ} (hH : H.IsHermitian) (T : Matrix n n ℂ)
    {ψ : n → ℂ} {E : ℝ} (hψ : H *ᵥ ψ = (E : ℂ) • ψ) (o : n) (S : Finset n)
    (hS : ∀ m ∈ S, moment H T o m = 0) (Φ : n → ℂ) (hov : star Φ ⬝ᵥ dressed T o ≠ 0) :
    moment H T o o + correction H T o S Φ / (star Φ ⬝ᵥ dressed T o) - E =
      (star (Φ - ψ) ⬝ᵥ (H *ᵥ dressed T o - (E : ℂ) • dressed T o)) /
        (star Φ ⬝ᵥ dressed T o) := by
  have h := projected_expansion H T o S Φ hS
  -- the exact state does not see the residual
  have hres : star (Φ - ψ) ⬝ᵥ (H *ᵥ dressed T o - (E : ℂ) • dressed T o) =
      star Φ ⬝ᵥ (H *ᵥ dressed T o) - E * (star Φ ⬝ᵥ dressed T o) := by
    rw [star_sub, sub_dotProduct, dotProduct_sub, dotProduct_sub, dotProduct_smul,
      dotProduct_smul, eigen_overlap hH hψ, smul_eq_mul, smul_eq_mul]
    ring
  rw [hres, h, eq_div_iff hov, sub_mul, add_mul, div_mul_cancel₀ _ hov]
```

**Q:** When is the coupled-cluster state itself an eigenstate?

**A:** If all moments with $m\neq o$ vanish, the expansion reduces to $He^Te_o=M_oe^Te_o$. Conversely, applying $e^{-T}$ to that equation gives $M_oe_o$, whose other components are zero. An exact energy alone asks for less: when $\langle\psi,e^Te_o\rangle\neq0$, $M_o=E$ only requires $C(\psi)=0$.

```lean
/-- All moments other than `M_o` vanish if and only if the coupled-cluster state satisfies the
Schrödinger equation with energy `M_o`. -/
theorem moments_vanish_iff (H T : Matrix n n ℂ) (o : n) :
    (∀ m, m ≠ o → moment H T o m = 0) ↔
      H *ᵥ dressed T o = moment H T o o • dressed T o := by
  constructor
  · intro h
    rw [moment_expansion]
    refine Finset.sum_eq_single_of_mem o (Finset.mem_univ o) fun m _ hne => ?_
    rw [h m hne, zero_smul]
  · intro h m hne
    -- transform back with `exp(-T)`
    have hinv : NormedSpace.exp (-T) *ᵥ dressed T o = Pi.single o 1 := by
      rw [dressed, Matrix.mulVec_mulVec, mul_eq_one_comm.mp (exp_mul_exp_neg T),
        Matrix.one_mulVec]
    rw [moment, h, Matrix.mulVec_smul, hinv]
    simp [hne]
```

**Q:** Show me a case with a nonzero correction.

**A:** Take three levels and a single excitation with $T^2=0$, so the exponential series stops at $1+T$.

```lean
/-- If `T` squares to zero, the cluster exponential is `1 + T`. -/
theorem exp_of_sq_zero (T : Matrix n n ℂ) (h : T * T = 0) : NormedSpace.exp T = 1 + T := by
  refine (congrFun (NormedSpace.exp_eq_tsum ℂ) T).trans
    ((tsum_eq_sum (s := Finset.range 2) ?_).trans ?_)
  · intro k hk
    have hk2 : 2 ≤ k := not_lt.mp fun hlt => hk (Finset.mem_range.mpr hlt)
    obtain ⟨j, rfl⟩ := Nat.exists_eq_add_of_le hk2
    simp [pow_add, pow_two, h]
  · simp [Finset.sum_range_succ]

/-- Three levels with unit couplings. -/
def triangleH : Matrix (Fin 3) (Fin 3) ℂ := !![0, 1, 1; 1, 0, 1; 1, 1, 0]

/-- The excitation from level 0 to level 1 with unit amplitude. -/
def singleT : Matrix (Fin 3) (Fin 3) ℂ := !![0, 0, 0; 1, 0, 0; 0, 0, 0]
```

Here $e^Te_0=(1,1,0)$, $He^Te_0=(1,1,2)$, and applying $1-T$ gives the moments $(1,0,2)$. With $S=\{1\}$, $\psi=(1,1,1)$ and $E=2$, which is the highest eigenvalue here, the left side is $(2-1)\cdot2=2$ and the right side is $2\cdot1=2$. For normalised $\psi$ both sides are $2/\sqrt3$; with both states normalised the overlap is $\sqrt{2/3}$. The proof computes these vectors entry by entry.

```lean
/-- The matrix `triangleH` is Hermitian and has `ψ = (1, 1, 1)` as an eigenvector with `E = 2`. With
`T = singleT` and reference 0, the moments are `M_1 = 0`, `M_0 = 1` and `M_2 = 2`, and the overlap
`⟨ψ, exp(T) e_0⟩` is 2. -/
theorem method_of_moments_witness :
    triangleH.IsHermitian ∧ triangleH *ᵥ ![1, 1, 1] = ((2 : ℝ) : ℂ) • ![1, 1, 1] ∧
      moment triangleH singleT 0 1 = 0 ∧ moment triangleH singleT 0 0 = 1 ∧
      moment triangleH singleT 0 2 = 2 ∧
      star (![1, 1, 1] : Fin 3 → ℂ) ⬝ᵥ dressed singleT 0 = 2 := by
  have hsq : singleT * singleT = 0 := by
    ext i j
    fin_cases i <;> fin_cases j <;> simp [singleT, Matrix.mul_apply, Fin.sum_univ_succ]
  have hN : NormedSpace.exp (-singleT) = 1 + -singleT :=
    exp_of_sq_zero _ (by rw [neg_mul_neg, hsq])
  have hd : dressed singleT 0 = ![1, 1, 0] := by
    rw [dressed, exp_of_sq_zero _ hsq]
    ext i
    fin_cases i <;> simp [singleT]
  have hHd : triangleH *ᵥ ![1, 1, 0] = ![1, 1, 2] := by
    ext i
    fin_cases i <;> norm_num [triangleH, Matrix.mulVec, dotProduct, Fin.sum_univ_succ]
  have hM : NormedSpace.exp (-singleT) *ᵥ ![1, 1, 2] = ![1, 0, 2] := by
    rw [hN, Matrix.add_mulVec, Matrix.one_mulVec, Matrix.neg_mulVec]
    ext i
    fin_cases i <;> simp [singleT]
  refine ⟨?_, ?_, ?_, ?_, ?_, ?_⟩
  · ext i j
    fin_cases i <;> fin_cases j <;> simp [triangleH]
  · ext i
    fin_cases i <;> norm_num [triangleH, Matrix.mulVec, dotProduct, Fin.sum_univ_succ]
  · rw [moment, hd, hHd, hM]
    simp
  · rw [moment, hd, hHd, hM]
    simp
  · rw [moment, hd, hHd, hM]
    simp
  · rw [hd]
    norm_num [dotProduct, Fin.sum_univ_succ]

end

end MethodOfMomentsCC
```

```lean
#print axioms MethodOfMomentsCC.corrected_energy
#print axioms MethodOfMomentsCC.trial_state_error
#print axioms MethodOfMomentsCC.moments_vanish_iff
```

```
'MethodOfMomentsCC.corrected_energy' depends on axioms: [propext, Classical.choice, Quot.sound]
'MethodOfMomentsCC.trial_state_error' depends on axioms: [propext, Classical.choice, Quot.sound]
'MethodOfMomentsCC.moments_vanish_iff' depends on axioms: [propext, Classical.choice, Quot.sound]
```

**Q:** Is $E$ then the molecule's energy?

**A:** For $\psi\neq0$ it is an eigenvalue of the matrix $H$. If $H$ is a molecule's electronic Hamiltonian and `n` lists all determinants that the chosen orbital basis allows for the molecule's number of electrons, $E$ is a full configuration-interaction energy in that basis. The step from there to the complete-basis limit needs a separate argument.
